# X2C renormalisation turns an eigenvalue equation with positive definite metric N into an equivalent one with positive definite overlap S

In a finite basis, let S be the nonrelativistic overlap and N the relativistic metric, both positive definite, and let R = S^(-1/2) T^(-1/2) S^(1/2) be the X2C renormalisation matrix, with T = S^(-1/2) N S^(-1/2). The theorem `renorm_eigen_iff` says that a vector w satisfies R†LR w = E S w exactly when R w satisfies L(R w) = E N(R w), with the same E. Here L is any complex matrix, E any complex number and w any vector, the zero vector included. The proof takes R†NR = S from the preceding theorem and deduces that R† is injective. It then writes each side of the first equation as R† applied to the matching side of the second, so that R† can be cancelled.

This version doesn't compile in Lean 4 with Mathlib:

```lean
import Mathlib

open Matrix
open scoped ComplexOrder MatrixOrder

namespace RenormEigenIff

noncomputable section

variable {n : Type*} [Fintype n] [DecidableEq n]

/-- The relativistic metric in the symmetrically orthonormalised basis,
`T = S^(-1/2) N S^(-1/2)`, for a positive definite overlap `S`. -/
def orthoMetric (S N : Matrix n n ℂ) : Matrix n n ℂ :=
  (CFC.sqrt S)⁻¹ * N * (CFC.sqrt S)⁻¹

/-- The X2C renormalisation matrix `R = S^(-1/2) T^(-1/2) S^(1/2)`, for positive definite
`S` and `N`. -/
def renorm (S N : Matrix n n ℂ) : Matrix n n ℂ :=
  (CFC.sqrt S)⁻¹ * (CFC.sqrt (orthoMetric S N))⁻¹ * CFC.sqrt S

/-- A positive definite matrix is inverted by its matrix inverse on both sides. -/
lemma inv_spec {A : Matrix n n ℂ} (hA : A.PosDef) : A * A⁻¹ = 1 ∧ A⁻¹ * A = 1 := by
  have h := (Matrix.isUnit_iff_isUnit_det A).1 hA.isUnit
  exact ⟨Matrix.mul_nonsing_inv A h, Matrix.nonsing_inv_mul A h⟩

/-- The square root of a positive definite matrix is positive definite and squares to it. -/
lemma sqrt_spec {S : Matrix n n ℂ} (hS : S.PosDef) :
    (CFC.sqrt S).PosDef ∧ CFC.sqrt S * CFC.sqrt S = S := by
  have h : CFC.sqrt S * CFC.sqrt S = S :=
    CFC.sqrt_mul_sqrt_self S (Matrix.nonneg_iff_posSemidef.2 hS.posSemidef)
  have h0 : (CFC.sqrt S).PosSemidef := Matrix.nonneg_iff_posSemidef.1 (CFC.sqrt_nonneg S)
  have hd : IsUnit ((CFC.sqrt S).det * (CFC.sqrt S).det) := by
    rw [← Matrix.det_mul, h]
    exact (Matrix.isUnit_iff_isUnit_det S).1 hS.isUnit
  exact ⟨h0.posDef_iff_isUnit.2
    ((Matrix.isUnit_iff_isUnit_det _).2 (isUnit_of_mul_isUnit_left hd)), h⟩

/-- If `M` and `C` are positive definite, so is `C M C`. -/
lemma posDef_congr {M C : Matrix n n ℂ} (hM : M.PosDef) (hC : C.PosDef) :
    (C * M * C).PosDef := by
  have h := hM.conjTranspose_mul_mul_same (Matrix.mulVec_injective_of_isUnit hC.isUnit)
  rwa [hC.isHermitian.eq] at h

/-- For positive definite `S` and `N`, renormalisation carries the relativistic metric
into the nonrelativistic overlap: `R† N R = S`. -/
theorem renorm_metric {S N : Matrix n n ℂ} (hS : S.PosDef) (hN : N.PosDef) :
    (renorm S N)ᴴ * N * renorm S N = S := by
  obtain ⟨hA, hAA⟩ := sqrt_spec hS
  obtain ⟨hB, hBB⟩ := sqrt_spec (S := orthoMetric S N) (posDef_congr hN hA.inv)
  unfold renorm
  set B := CFC.sqrt (orthoMetric S N)
  unfold orthoMetric at hBB
  set A := CFC.sqrt S
  have hR : (A⁻¹ * B⁻¹ * A)ᴴ = A * B⁻¹ * A⁻¹ := by
    rw [conjTranspose_mul, conjTranspose_mul, hA.isHermitian.eq, hA.inv.isHermitian.eq,
      hB.inv.isHermitian.eq, mul_assoc]
  rw [hR]
  -- the metric appears in the orthonormalised basis, where it is `B * B`
  calc A * B⁻¹ * A⁻¹ * N * (A⁻¹ * B⁻¹ * A)
      = A * B⁻¹ * (A⁻¹ * N * A⁻¹) * B⁻¹ * A := by simp only [mul_assoc]
    _ = A * B⁻¹ * (B * B) * B⁻¹ * A := by rw [hBB]
    _ = A * (B⁻¹ * B) * (B * B⁻¹) * A := by simp only [mul_assoc]
    _ = A * A := by rw [(inv_spec hB).1, (inv_spec hB).2, mul_one, mul_one]
    _ = S := hAA

/-- For positive definite `S` and `N`, the vector `R w` solves the eigenvalue equation of `L`
with metric `N` exactly when `w` solves that of `R† L R` with metric `S`, at the same `E`. -/
theorem renorm_eigen_iff {S N : Matrix n n ℂ} (hS : S.PosDef) (hN : N.PosDef)
    (L : Matrix n n ℂ) (E : ℂ) (w : n → ℂ) :
    ((renorm S N)ᴴ * L * renorm S N) *ᵥ w = E • (S *ᵥ w) ↔
      L *ᵥ (renorm S N *ᵥ w) = E • (N *ᵥ (renorm S N *ᵥ w)) := by
  have hm := renorm_metric hS hN
  set R := renorm S N
  have hd : IsUnit (Rᴴ.det * (N * R).det) := by
    rw [← Matrix.det_mul, ← mul_assoc, hm]
    exact (Matrix.isUnit_iff_isUnit_det S).1 hS.isUnit
  have hinj : Function.Injective Rᴴ.mulVec := Matrix.mulVec_injective_of_isUnit
    ((Matrix.isUnit_iff_isUnit_det _).2 (isUnit_of_mul_isUnit_left hd))
  have hL : (Rᴴ * L * R) *ᵥ w = Rᴴ *ᵥ (L *ᵥ (R *ᵥ w)) := by
    simp only [Matrix.mulVec_mulVec, mul_assoc]
  have hE : E • (S *ᵥ w) = Rᴴ *ᵥ (E • (N *ᵥ (R *ᵥ w))) := by
    rw [Matrix.mulVec_smul, Matrix.mulVec_mulVec, Matrix.mulVec_mulVec, ← mul_assoc, hm]
  rw [hL, hE]
  exact hinj.eq_iff

end

end RenormEigenIff
```

Compiling this gives:

```
Main.lean:83:72: error: Tactic `rewrite` failed: Did not find an occurrence of the pattern
  ?a * (?b * ?c)
in the target expression
  E • S *ᵥ w = E • (Rᴴ * N * R) *ᵥ w

n : Type u_1
inst✝¹ : Fintype n
inst✝ : DecidableEq n
S N : Matrix n n ℂ
hS : S.PosDef
hN : N.PosDef
L : Matrix n n ℂ
E : ℂ
w : n → ℂ
R : Matrix n n ℂ := renorm S N
hm : Rᴴ * N * R = S
hd : IsUnit (Rᴴ.det * (N * R).det)
hinj : Function.Injective Rᴴ.mulVec
hL : (Rᴴ * L * R) *ᵥ w = Rᴴ *ᵥ L *ᵥ R *ᵥ w
⊢ E • S *ᵥ w = E • (Rᴴ * N * R) *ᵥ w
```

Diagnosis. The error is in `hE`, which rewrites E S w as R† applied to E N(R w). After `Matrix.mulVec_smul` has moved the scalar outside, the first `Matrix.mulVec_mulVec` merges the two outer matrices, giving `Rᴴ * N` acting on `R *ᵥ w`. The second merges that product with `R`, giving `(Rᴴ * N * R) *ᵥ w`.

Lean reads `Rᴴ * N * R` as `(Rᴴ * N) * R`, so the product is already grouped to the left. The next step, `← mul_assoc`, looks for a product grouped to the right, `?a * (?b * ?c)`. The goal contains none, and `rw` fails when its pattern is absent, even if the goal already has the form wanted.

The repair deletes `← mul_assoc`. The left side of `hm : Rᴴ * N * R = S` matches the product as it stands, so `hm` turns it into `S`. Both sides of the goal are then identical, and `rw` closes it by reflexivity.

Lean accepts the file once it reads:

```diff
@@ -81,5 +81,5 @@
     simp only [Matrix.mulVec_mulVec, mul_assoc]
   have hE : E • (S *ᵥ w) = Rᴴ *ᵥ (E • (N *ᵥ (R *ᵥ w))) := by
-    rw [Matrix.mulVec_smul, Matrix.mulVec_mulVec, Matrix.mulVec_mulVec, ← mul_assoc, hm]
+    rw [Matrix.mulVec_smul, Matrix.mulVec_mulVec, Matrix.mulVec_mulVec, hm]
   rw [hL, hE]
   exact hinj.eq_iff
```
